# A complex square matrix is normal exactly when its adjoint is a polynomial in it

A two-level atom that decays is described by the lowering operator

$$\sigma=\begin{pmatrix}0&1\\0&0\end{pmatrix}$$

(ground state first), and its master equation contains both $\sigma$ and $\sigma^\dagger$. With a Hermitian $H$ I never have to carry a second operator, because $H^\dagger=H$. With a unitary gate $U$ I don't strictly need one either: $U^\dagger=U^{-1}$, and by Cayley–Hamilton the inverse is a polynomial in $U$. But the powers of $\sigma$ are $1,\sigma,0,0,\dots$, and I can't see how to combine them into $\sigma^\dagger$. Which operators give me their adjoint through their own powers? And does the question even make sense, when I can always read the adjoint off the matrix entries?

## Normality is the dividing line

For finite complex matrices, $A^\dagger=p(A)$ for some complex polynomial $p$ if and only if $A$ is normal, that is, $AA^\dagger=A^\dagger A$. Hermitian and unitary matrices are normal; $\sigma$ is not.

The question does make sense. Reading the adjoint off the entries uses the inner product, whereas a polynomial uses only sums, products and multiples of $A$ and the identity. The polynomial may depend on $A$: no single $p$ is claimed to serve all normal matrices.

In a finite-level model, this tells you when the operators built from $A$ and the identity by sums, products and complex multiples already include $A^\dagger$. For observables and gates they do; for a decay operator such as $\sigma$, the adjoint has to be supplied separately.

## From eigenvectors to the polynomial

**Polynomials on eigenvectors.** Let $Av=zv$ with $v\neq0$. Then $A^kv=z^kv$ for every $k\ge0$, and adding up the terms of $p$ gives $p(A)v=p(z)v$.

**What $p$ must satisfy.** Suppose $A^\dagger=p(A)$. Evaluate $v^\dagger A^\dagger v$ in two ways:

$$v^\dagger A^\dagger v=(Av)^\dagger v=\bar z\,v^\dagger v,\qquad v^\dagger p(A)v=p(z)\,v^\dagger v .$$

Since $v^\dagger v\neq0$, it follows that $p(z)=\bar z$ at every eigenvalue. For a normalised $v$, both sides are the expectation value of $A^\dagger$.

**Why this suffices for normal $A$.** If $A$ is normal, so is $A-z$, and therefore

$$\|(A-z)v\|^2=v^\dagger(A-z)^\dagger(A-z)v=v^\dagger(A-z)(A-z)^\dagger v=\|(A-z)^\dagger v\|^2 .$$

So $Av=zv$ implies $A^\dagger v=\bar zv$. If $w$ is orthogonal to $v$, then $v^\dagger Aw=(A^\dagger v)^\dagger w=z\,v^\dagger w=0$ and $v^\dagger A^\dagger w=(Av)^\dagger w=\bar z\,v^\dagger w=0$. Both operators thus map the orthogonal complement of $v$ into itself, and $A$ is normal there too. Repeating the argument gives an orthonormal basis of eigenvectors. On a basis vector with eigenvalue $z$, $A^\dagger$ acts as $\bar z$ and $p(A)$ as $p(z)$. If these numbers agree at every eigenvalue, the two matrices are equal.

**Constructing $p$.** Let $z_1,\dots,z_m$ be the distinct eigenvalues. Lagrange interpolation gives

$$p(z)=\sum_{j=1}^m\bar z_j\prod_{k\neq j}\frac{z-z_k}{z_j-z_k},$$

which has degree below $m$ and takes the value $\bar z_j$ at $z_j$. For the phase gate $S=\mathrm{diag}(1,i)$ this is $p(z)=iz+1-i$, so $S^\dagger=iS+(1-i)\mathbb 1$.

**The converse.** Every polynomial in $A$ commutes with $A$. If $A^\dagger=p(A)$, then $A^\dagger$ commutes with $A$, which is normality.

**Commuting operators.** If $A$ is normal and $B$ commutes with $A$, then $B$ commutes with $p(A)=A^\dagger$. Conversely, if everything that commutes with $A$ also commutes with $A^\dagger$, the choice $B=A$ shows that $A$ is normal.

**The lowering operator.** Here $\sigma\sigma^\dagger=\mathrm{diag}(1,0)$ but $\sigma^\dagger\sigma=\mathrm{diag}(0,1)$, so no polynomial can work. This also shows what goes wrong if normality is omitted from the eigenvalue criterion. The only eigenvalue of $\sigma$ is $0$, and the zero polynomial satisfies $p(0)=\bar 0$, yet $p(\sigma)=0\neq\sigma^\dagger$. Matching conjugation on the eigenvalues is therefore not sufficient for a general matrix.

**The smallest case.** A normal matrix with a single distinct eigenvalue $z$ is $z\mathbb 1$, and the constant polynomial $\bar z$ gives its adjoint. This includes every $1\times1$ matrix.

The same results in Lean:

```lean
import Mathlib

open Matrix Polynomial
open scoped ComplexOrder

namespace AdjointAsPolynomial

variable {n : Type*} [Fintype n] [DecidableEq n]

/-- A complex square matrix is normal when it commutes with its adjoint. -/
def IsNormal {n : Type*} [Fintype n] (A : Matrix n n ℂ) : Prop :=
  A * Aᴴ = Aᴴ * A

/-- Whatever commutes with an operator `A` commutes with every polynomial in `A`. -/
theorem aeval_commute {A B : Matrix n n ℂ} (h : Commute A B) (p : ℂ[X]) :
    Commute (aeval A p) B := by
  induction p using Polynomial.induction_on' with
  | add p q hp hq =>
    rw [map_add]
    exact hp.add_left hq
  | monomial k a =>
    rw [aeval_monomial]
    exact (Algebra.commute_algebraMap_left a B).mul_left (h.pow_left k)

/-- On an eigenvector of `A` with eigenvalue `z`, the operator `p(A)` acts as the number `p(z)`. -/
theorem aeval_mulVec {A : Matrix n n ℂ} {v : n → ℂ} {z : ℂ} (h : A *ᵥ v = z • v)
    (p : ℂ[X]) : aeval A p *ᵥ v = p.eval z • v := by
  have hk : ∀ k : ℕ, A ^ k *ᵥ v = z ^ k • v := by
    intro k
    induction k with
    | zero => simp
    | succ k ih =>
      rw [pow_succ, ← Matrix.mulVec_mulVec, h, Matrix.mulVec_smul, ih, smul_smul,
        pow_succ, mul_comm]
  induction p using Polynomial.induction_on' with
  | add p q hp hq => rw [map_add, Matrix.add_mulVec, hp, hq, eval_add, add_smul]
  | monomial k a =>
    rw [aeval_monomial, eval_monomial, ← Algebra.smul_def, Matrix.smul_mulVec, hk, smul_smul]

/-- In a C*-algebra, a polynomial that equals complex conjugation on the spectrum of a normal
element `a` turns `a` into its adjoint. -/
theorem star_eq_aeval {𝒜 : Type*} [CStarAlgebra 𝒜] (a : 𝒜) (ha : IsStarNormal a) (p : ℂ[X])
    (hp : ∀ z ∈ spectrum ℂ a, p.eval z = star z) : star a = aeval a p := by
  -- the functional calculus sees only the values on the spectrum
  have h : cfc (fun z : ℂ => star z) a = cfc (fun z : ℂ => p.eval z) a :=
    cfc_congr fun z hz => (hp z hz).symm
  calc star a = cfc (fun z : ℂ => star z) a := (cfc_star_id (R := ℂ) a).symm
    _ = cfc (fun z : ℂ => p.eval z) a := h
    _ = aeval a p := cfc_polynomial p a

open scoped Matrix.Norms.L2Operator in
/-- For a normal matrix `A`, the polynomials with `A† = p(A)` are exactly those that send each
eigenvalue of `A` to its complex conjugate. -/
theorem adjoint_eq_aeval_iff {A : Matrix n n ℂ} (hA : IsNormal A) (p : ℂ[X]) :
    Aᴴ = aeval A p ↔ ∀ z ∈ spectrum ℂ A, p.eval z = star z := by
  constructor
  · intro hp z hz
    -- pick an eigenvector for the eigenvalue z
    rw [spectrum.mem_iff, Matrix.isUnit_iff_isUnit_det, isUnit_iff_ne_zero, not_not] at hz
    obtain ⟨v, hv0, hv⟩ := Matrix.exists_mulVec_eq_zero_iff.mpr hz
    rw [Matrix.sub_mulVec, Algebra.algebraMap_eq_smul_one, Matrix.smul_mulVec,
      Matrix.one_mulVec, sub_eq_zero] at hv
    -- evaluate v† A† v with the eigenvalue equation, then again with A† = p(A)
    have key : star v ⬝ᵥ (Aᴴ *ᵥ v) = star z * (star v ⬝ᵥ v) := by
      rw [Matrix.dotProduct_mulVec, ← Matrix.star_mulVec, ← hv, star_smul, smul_dotProduct,
        smul_eq_mul]
    rw [hp, aeval_mulVec hv.symm, dotProduct_smul, smul_eq_mul] at key
    exact mul_right_cancel₀ (fun h0 => hv0 (dotProduct_star_self_eq_zero.mp h0)) key
  · intro hp
    -- matrices with the operator norm form a C*-algebra
    have : CompleteSpace (Matrix n n ℂ) := FiniteDimensional.complete ℂ _
    let : CStarAlgebra (Matrix n n ℂ) := {}
    exact star_eq_aeval A ⟨hA.symm⟩ p hp

/-- The adjoint of a normal matrix is a polynomial in the matrix, of degree less than the number
of distinct eigenvalues. -/
theorem exists_adjoint_polynomial {A : Matrix n n ℂ} (hA : IsNormal A) :
    ∃ p : ℂ[X], p.degree < ((spectrum ℂ A).ncard : WithBot ℕ) ∧ Aᴴ = aeval A p := by
  have hfin : (spectrum ℂ A).Finite := A.finite_spectrum
  have hinj : Set.InjOn (id : ℂ → ℂ) (hfin.toFinset : Set ℂ) := Function.injective_id.injOn
  -- interpolate complex conjugation through the eigenvalues
  refine ⟨Lagrange.interpolate hfin.toFinset id (fun z => star z), ?_, ?_⟩
  · rw [Set.ncard_eq_toFinset_card _ hfin]
    exact Lagrange.degree_interpolate_lt _ hinj
  · rw [adjoint_eq_aeval_iff hA]
    intro z hz
    exact Lagrange.eval_interpolate_at_node (fun z : ℂ => star z) hinj
      (hfin.mem_toFinset.mpr hz)

/-- A complex square matrix is normal if and only if its adjoint is a polynomial in the matrix
itself. -/
theorem isNormal_iff_adjoint_polynomial (A : Matrix n n ℂ) :
    IsNormal A ↔ ∃ p : ℂ[X], Aᴴ = aeval A p := by
  constructor
  · intro hA
    obtain ⟨p, -, hp⟩ := exists_adjoint_polynomial hA
    exact ⟨p, hp⟩
  · rintro ⟨p, hp⟩
    have h : aeval A p * A = A * aeval A p := aeval_commute (Commute.refl A) p
    rw [← hp] at h
    exact h.symm

/-- A complex square matrix `A` is normal if and only if every matrix that commutes with `A` also
commutes with its adjoint. -/
theorem isNormal_iff_commutant (A : Matrix n n ℂ) :
    IsNormal A ↔ ∀ B : Matrix n n ℂ, Commute A B → Commute Aᴴ B := by
  constructor
  · intro hA B hB
    obtain ⟨p, hp⟩ := (isNormal_iff_adjoint_polynomial A).mp hA
    rw [hp]
    exact aeval_commute hB p
  · intro h
    exact (h A (Commute.refl A)).symm

/-- The adjoint of the two-level ladder matrix `[[0,1],[0,0]]` is not a polynomial in that
matrix. -/
theorem ladder_adjoint_not_polynomial :
    ¬ ∃ p : ℂ[X], (!![0, 1; 0, 0] : Matrix (Fin 2) (Fin 2) ℂ)ᴴ =
      aeval (!![0, 1; 0, 0] : Matrix (Fin 2) (Fin 2) ℂ) p := by
  intro h
  have hN := (isNormal_iff_adjoint_polynomial _).mpr h
  -- the upper left entries of the two products are 1 and 0
  have h00 := congrFun (congrFun hN 0) 0
  simp [Matrix.mul_apply, Fin.sum_univ_succ, Matrix.conjTranspose_apply] at h00

end AdjointAsPolynomial
```

```lean
#print axioms AdjointAsPolynomial.isNormal_iff_adjoint_polynomial
#print axioms AdjointAsPolynomial.isNormal_iff_commutant
#print axioms AdjointAsPolynomial.ladder_adjoint_not_polynomial
```

```
'AdjointAsPolynomial.isNormal_iff_adjoint_polynomial' depends on axioms: [propext, Classical.choice, Quot.sound]
'AdjointAsPolynomial.isNormal_iff_commutant' depends on axioms: [propext, Classical.choice, Quot.sound]
'AdjointAsPolynomial.ladder_adjoint_not_polynomial' depends on axioms: [propext, Classical.choice, Quot.sound]
```

## What the Lean theorems say about operators

An operator is a `Matrix n n ℂ`. The letter `n` names the finite set that labels the basis states, not the dimension; the dimension is the number of its elements. The adjoint `Aᴴ` is the conjugate transpose, and `IsNormal A` is the equation $AA^\dagger=A^\dagger A$. The expression `aeval A p` is $p(A)$, with the constant term multiplying the identity, while `p.eval z` is the number $p(z)$. On complex numbers `star` is conjugation. The set `spectrum ℂ A` contains the $z$ for which $z\mathbb 1-A$ is not invertible, which for a matrix are its eigenvalues.

- `isNormal_iff_adjoint_polynomial` is the main equivalence: $A$ is normal if and only if some complex $p$ has $A^\dagger=p(A)$.
- `adjoint_eq_aeval_iff` assumes that $A$ is normal and identifies all the polynomials that work: those with $p(z)=\bar z$ on the spectrum.
- `exists_adjoint_polynomial` provides one whose degree is less than `(spectrum ℂ A).ncard`, the number of distinct eigenvalues. The zero polynomial has a degree below every natural number, so the bound also makes sense for an empty basis, where there are no eigenvalues and $p=0$.
- `isNormal_iff_commutant` is the criterion in terms of commuting matrices. Here $B$ ranges over all matrices, not only Hermitian ones.
- `ladder_adjoint_not_polynomial` is the statement about $\sigma$.

The step from these matrices to a physical operator is the choice of basis. The conjugate transpose represents the physical adjoint when the basis is orthonormal. Now let $\hat A$ be an operator on the space spanned by a basis of non-orthogonal orbitals $\chi_i$ with overlap matrix $S_{\mathrm{ov}}$, and let $A$ be the matrix that represents it on the columns of expansion coefficients. The adjoint is then represented by $S_{\mathrm{ov}}^{-1}A^\dagger S_{\mathrm{ov}}$, with $A^\dagger$ still the conjugate transpose. The table of matrix elements $M_{ij}=\langle\chi_i|\hat A|\chi_j\rangle$ is a different matrix, $M=S_{\mathrm{ov}}A$. Its conjugate transpose does belong to the adjoint operator, but the table of $\hat A^2$ is $MS_{\mathrm{ov}}^{-1}M$ instead of $M^2$. An operator that leads out of the span, as position usually does in a finite orbital basis, has to be projected onto the span first; $MS_{\mathrm{ov}}^{-1}M$ then belongs to the square of the projected operator, which in general is not the projection of the square. With either matrix, you should orthonormalise before applying the theorems. The equivalence is also restricted to finite dimension, so it makes no statement about the ladder operators of the full harmonic oscillator.

## How Lean reaches the same conclusions

`aeval_commute` shows that whatever commutes with $A$ commutes with $p(A)$. Its induction builds a polynomial from monomials and sums: a power of $A$ commutes with $B$, a scalar multiple still does, and so does a sum.

`aeval_mulVec` is the rule $p(A)v=p(z)v$. The inner statement `hk` proves $A^kv=z^kv$ by induction on $k$, and the outer induction assembles the polynomial.

`star_eq_aeval` replaces the orthonormal eigenbasis by the continuous functional calculus, written `cfc f a`, which applies a function to a normal element of a C*-algebra. For a normal matrix, this means applying the function to each eigenvalue in the eigenbasis. Three facts make up the proof:

1. Applying conjugation gives the adjoint (`cfc_star_id`).
2. Functions that agree on the spectrum give the same result (`cfc_congr`).
3. Applying a polynomial function gives the polynomial of the element (`cfc_polynomial`).

They correspond to the action of $A^\dagger$ as $\bar z$, the equality of the two numbers, and the action of $p(A)$ as $p(z)$.

`adjoint_eq_aeval_iff` has two halves. In the first, a point of the spectrum makes the determinant of $z\mathbb 1-A$ vanish, which yields a nonzero eigenvector $v$. The equation `key` is $v^\dagger A^\dagger v=\bar z\,v^\dagger v$; substituting $A^\dagger=p(A)$ turns its left side into $p(z)\,v^\dagger v$, and `mul_right_cancel₀` cancels the nonzero factor $v^\dagger v$. This half never uses normality. The second half gives the matrices their operator norm, which makes them a C*-algebra, and applies `star_eq_aeval`.

`exists_adjoint_polynomial` uses the finiteness of the spectrum to form the Lagrange interpolant of conjugation. One library lemma bounds its degree, and another gives its values at the eigenvalues, which is what the previous theorem requires.

The main equivalence takes its forward direction from that construction. For the converse, `aeval_commute` is applied to $A$ and itself, and $p(A)$ is then rewritten as $A^\dagger$. `isNormal_iff_commutant` uses the same lemma with a general $B$ in one direction and sets $B=A$ in the other.

For the ladder matrix, a supposed polynomial would imply normality by the main equivalence. Comparing the upper left entries of $\sigma\sigma^\dagger$ and $\sigma^\dagger\sigma$ then gives $1=0$, a contradiction.
